# For a field along z, the lowest sublevel of a spin triplet with D > |E| changes at b = √(D² − E²)

## Does the magnetisation of the lowest sublevel grow or jump?

A triplet exciton sits in a crystal, and even without a magnetic field its three sublevels are split. I describe the splitting by the usual parameters $D$ and $E$, with $D>|E|$, so the $m=0$ sublevel is lowest. Now I switch on a field along $z$. It does nothing to $m=0$, but it pushes one of the other two levels down. Since $E$ already mixes $m=1$ and $m=-1$, I can't tell what the lowest sublevel does: does it gain a spin moment gradually, or all at once? And does $E$ delay the change or bring it forward?

## It jumps, and E brings the jump forward

The Hamiltonian is

$$H=D\left(S_z^2-\tfrac23\right)+E\,(S_x^2-S_y^2)+b\,S_z ,$$

where $b=g\mu_B B$ is the Zeeman energy. The parameters $D$ and $E$ stand for the spin-spin and spin-orbit interactions that split the triplet. In the basis $m=1,0,-1$ we have $S_z^2=\mathrm{diag}(1,0,1)$, and $S_x^2-S_y^2$ has only two nonzero entries, both 1, linking $m=1$ and $m=-1$. Hence

$$H=\begin{pmatrix}D/3+b&0&E\\0&-2D/3&0\\E&0&D/3-b\end{pmatrix}.$$

Nothing couples to $m=0$, so its level can cross another. With $r=\sqrt{E^2+b^2}$,

$$\det(H-\mu)=\left(-\tfrac{2D}{3}-\mu\right)\left[\left(\tfrac D3-\mu\right)^2-r^2\right],$$

and the eigenvalues are $-2D/3$ and $D/3\pm r$.

**The crossing.** The levels $-2D/3$ and $D/3-r$ agree when $r=D$, that is, at $b=\sqrt{D^2-E^2}$ for positive $b$. The other coincidences would need $r=-D$ or $r=0$, both impossible for $D>0$ and $b>0$.

**The states.** Write the amplitudes of $m=1,0,-1$ as $v_0,v_1,v_2$.

- Below the crossing $r<D$, and the lowest energy is $-2D/3$. There the outer amplitudes obey $(D+b)v_0+Ev_2=0$ and $Ev_0+(D-b)v_2=0$. The determinant $D^2-b^2-E^2$ is positive, so $v_0=v_2=0$ and only $m=0$ remains.
- Above it $r>D$, and the lowest energy is $D/3-r$. The middle row gives $(r-D)v_1=0$, so $v_1=0$. The top row gives $(r+b)v_0+Ev_2=0$, so $v$ is proportional to $(-E,0,r+b)$. For $E=0$ this is pure $m=-1$.

**The moment.** Below the crossing $\langle S_z\rangle=0$. Above it, using $E^2=(r-b)(r+b)$,

$$\langle S_z\rangle=\frac{E^2-(r+b)^2}{E^2+(r+b)^2}=\frac{-2b(r+b)}{2r(r+b)}=-\frac br .$$

At the crossing $r=D$, so $\langle S_z\rangle$ jumps from 0 to $-\sqrt{D^2-E^2}/D$. For $E\neq0$ this is short of $-1$, which is then approached gradually as the field grows. The magnetic moment along $z$ is $-g\mu_B\langle S_z\rangle$, so it points along the field.

**Numbers.** Take $D=5$, $E=3$ in any energy unit (the usual choice of axes has $|E|\le D/3$; $E$ is larger here to keep the numbers round). The crossing is at $b=4$, where two levels equal $-10/3$. At $b=2.25$, $r=3.75$ and $D/3-r\approx-2.08$, still above $-10/3$. At $b=7.2$, $r=7.8$ and $D/3-r\approx-6.13$ is lowest. Its state is $(-1,0,5)/\sqrt{26}$, with $\langle S_z\rangle=-24/26=-12/13=-7.2/7.8$.

### What the Lean theorems say

Vectors are functions `Fin 3 → ℂ`, with indices 0, 1, 2 for $m=1,0,-1$, and `rad E b` is $r$. Two names need care: `midLevel` is $-2D/3$, which is the lowest level below the crossing, and `lowerLevel` is the lower of the two field-dependent levels only.

- `eigenvalue_iff` holds for all real $D,E,b$: a complex number is an eigenvalue exactly when it is one of the three levels.
- `levels_coincide_iff` assumes $|E|<D$ and $b>0$, and places the only coincidence at $b=\sqrt{D^2-E^2}$.
- `IsGroundState` means a nonzero eigenvector whose real eigenvalue is no larger than any other. This is the lowest triplet sublevel, not the electronic ground state of the crystal.
- `ground_state_changes_character` assumes $|E|<D$ and $b\ge0$, and identifies these vectors on each side of the crossing as the nonzero multiples of `zeroState` or `mixedState E b`.
- `ground_state_magnetization` gives $\langle S_z\rangle$ for unnormalised vectors, so $-b/r$ appears multiplied by `star v ⬝ᵥ v`.

The last two theorems say nothing at the crossing field itself, where the lowest level is doubly degenerate and $\langle S_z\rangle$ depends on the vector chosen.

In these two theorems the condition $|E|<D$ can't be weakened to $|E|<|D|$. For $D=-1$, $E=0$, $b=1/2$, the field is below $\sqrt{D^2-E^2}=1$, yet $m=-1$ has energy $-5/6$ and $m=0$ has $2/3$.

A Bethe-Salpeter calculation without spin-dependent interactions leaves the triplet degenerate; this three-level model, with $D$ and $E$ as given inputs, describes the splitting added afterwards. The model also assumes that the field is exactly aligned with $z$: a small transverse component couples the two crossing states, and the jump becomes a steep but continuous change.

```lean
import Mathlib

open Matrix

namespace TripletLevelCrossing

noncomputable section

/-- The spin-1 matrix Sx in the basis m = 1, 0, -1. -/
def Sx : Matrix (Fin 3) (Fin 3) ℂ :=
  ((√2 : ℝ) : ℂ)⁻¹ • !![0, 1, 0; 1, 0, 1; 0, 1, 0]

/-- The spin-1 matrix Sy in the basis m = 1, 0, -1. -/
def Sy : Matrix (Fin 3) (Fin 3) ℂ :=
  ((√2 : ℝ) : ℂ)⁻¹ • !![0, -Complex.I, 0; Complex.I, 0, -Complex.I; 0, Complex.I, 0]

/-- The spin-1 matrix Sz in the basis m = 1, 0, -1. -/
def Sz : Matrix (Fin 3) (Fin 3) ℂ := !![1, 0, 0; 0, 0, 0; 0, 0, -1]

/-- The triplet Hamiltonian D(Sz² - 2/3) + E(Sx² - Sy²) + b Sz. -/
def hamiltonian (D E b : ℝ) : Matrix (Fin 3) (Fin 3) ℂ :=
  (D : ℂ) • (Sz ^ 2 - (2 / 3 : ℂ) • 1) + (E : ℂ) • (Sx ^ 2 - Sy ^ 2) + (b : ℂ) • Sz

/-- Half the distance between the two field-dependent levels. -/
def rad (E b : ℝ) : ℝ := √(E ^ 2 + b ^ 2)

/-- The field-independent level -2D/3. -/
def midLevel (D : ℝ) : ℝ := -2 * D / 3

/-- The level D/3 - sqrt(E² + b²). -/
def lowerLevel (D E b : ℝ) : ℝ := D / 3 - rad E b

/-- The level D/3 + sqrt(E² + b²). -/
def upperLevel (D E b : ℝ) : ℝ := D / 3 + rad E b

/-- The state with m = 0. -/
def zeroState : Fin 3 → ℂ := ![0, 1, 0]

/-- The unnormalised combination of m = 1 and m = -1 with amplitudes -E and
sqrt(E² + b²) + b. -/
def mixedState (E b : ℝ) : Fin 3 → ℂ := ![-(E : ℂ), 0, (rad E b : ℂ) + b]

/-- A ground state is a nonzero eigenvector whose real eigenvalue is the lowest one. -/
def IsGroundState (D E b : ℝ) (v : Fin 3 → ℂ) : Prop :=
  v ≠ 0 ∧ ∃ ε : ℝ, hamiltonian D E b *ᵥ v = (ε : ℂ) • v ∧
    ∀ μ : ℝ, (∃ w ≠ 0, hamiltonian D E b *ᵥ w = (μ : ℂ) • w) → ε ≤ μ

/-- The square of the half-distance is E² + b². -/
theorem rad_sq (E b : ℝ) : rad E b ^ 2 = E ^ 2 + b ^ 2 :=
  Real.sq_sqrt (by positivity)

/-- In the basis m = 1, 0, -1 the Hamiltonian couples only m = 1 and m = -1. -/
theorem hamiltonian_eq (D E b : ℝ) : hamiltonian D E b =
    !![(D : ℂ) / 3 + b, 0, E; 0, -2 * D / 3, 0; E, 0, D / 3 - b] := by
  have hc : ((√2 : ℝ) : ℂ)⁻¹ * ((√2 : ℝ) : ℂ)⁻¹ = 1 / 2 := by
    rw [← mul_inv, ← Complex.ofReal_mul, Real.mul_self_sqrt (by norm_num)]
    norm_num
  have hxy : Sx ^ 2 - Sy ^ 2 = !![0, 0, 1; 0, 0, 0; 1, 0, 0] := by
    simp only [Sx, Sy, sq, smul_mul_smul_comm, hc]
    ext i j
    fin_cases i <;> fin_cases j <;>
      simp <;> norm_num
  have hz : Sz ^ 2 - (2 / 3 : ℂ) • 1 = !![1 / 3, 0, 0; 0, -2 / 3, 0; 0, 0, 1 / 3] := by
    ext i j
    fin_cases i <;> fin_cases j <;>
      simp [Sz, sq] <;> norm_num
  rw [hamiltonian, hxy, hz]
  ext i j
  fin_cases i <;> fin_cases j <;> simp [Sz] <;> ring

/-- The eigenvalue equation written out in the amplitudes of m = 1, 0, -1. -/
theorem eigen_iff (D E b : ℝ) (v : Fin 3 → ℂ) (μ : ℂ) :
    hamiltonian D E b *ᵥ v = μ • v ↔
      ((D : ℂ) / 3 + b) * v 0 + E * v 2 = μ * v 0 ∧ -2 * (D : ℂ) / 3 * v 1 = μ * v 1 ∧
        E * v 0 + ((D : ℂ) / 3 - b) * v 2 = μ * v 2 := by
  have hv : hamiltonian D E b *ᵥ v = ![((D : ℂ) / 3 + b) * v 0 + E * v 2,
      -2 * (D : ℂ) / 3 * v 1, E * v 0 + ((D : ℂ) / 3 - b) * v 2] := by
    rw [hamiltonian_eq]
    ext i
    fin_cases i <;> simp [Matrix.mulVec, dotProduct, Fin.sum_univ_three]
  rw [hv]
  constructor
  · intro h
    exact ⟨congrFun h 0, congrFun h 1, congrFun h 2⟩
  · rintro ⟨h0, h1, h2⟩
    ext i
    fin_cases i
    exacts [h0, h1, h2]

/-- The eigenvalues are exactly -2D/3 and D/3 ± sqrt(E² + b²). -/
theorem eigenvalue_iff (D E b : ℝ) (μ : ℂ) :
    (∃ v ≠ 0, hamiltonian D E b *ᵥ v = μ • v) ↔
      μ = midLevel D ∨ μ = lowerLevel D E b ∨ μ = upperLevel D E b := by
  have hr : (rad E b : ℂ) ^ 2 = (E : ℂ) ^ 2 + (b : ℂ) ^ 2 := by exact_mod_cast rad_sq E b
  have hM : hamiltonian D E b - μ • 1 = !![(D : ℂ) / 3 + b - μ, 0, E;
      0, -2 * D / 3 - μ, 0; E, 0, D / 3 - b - μ] := by
    rw [hamiltonian_eq]
    ext i j
    fin_cases i <;> fin_cases j <;> simp
  have hd : ∀ a e m d : ℂ, (!![a, 0, e; 0, m, 0; e, 0, d]).det = m * (a * d - e * e) := by
    intro a e m d
    rw [Matrix.det_fin_three]
    simp
    ring
  -- the secular determinant factorises into the three levels
  have hdet : (hamiltonian D E b - μ • 1).det = -((μ - (midLevel D : ℂ)) *
      ((μ - (lowerLevel D E b : ℂ)) * (μ - (upperLevel D E b : ℂ)))) := by
    rw [hM, hd]
    simp only [midLevel, lowerLevel, upperLevel]
    push_cast
    linear_combination (-2 * (D : ℂ) / 3 - μ) * hr
  have h1 : (∃ v ≠ 0, hamiltonian D E b *ᵥ v = μ • v) ↔
      (hamiltonian D E b - μ • 1).det = 0 := by
    rw [← Matrix.exists_mulVec_eq_zero_iff]
    simp only [Matrix.sub_mulVec, Matrix.smul_mulVec, Matrix.one_mulVec, sub_eq_zero]
  rw [h1, hdet]
  simp only [neg_eq_zero, mul_eq_zero, sub_eq_zero]

/-- The m = 0 state has energy -2D/3, and the mixed state satisfies the eigenvalue
equation with energy D/3 - sqrt(E² + b²). -/
theorem eigenstates (D E b : ℝ) :
    hamiltonian D E b *ᵥ zeroState = (midLevel D : ℂ) • zeroState ∧
      hamiltonian D E b *ᵥ mixedState E b = (lowerLevel D E b : ℂ) • mixedState E b := by
  have hr : (rad E b : ℂ) ^ 2 = (E : ℂ) ^ 2 + (b : ℂ) ^ 2 := by exact_mod_cast rad_sq E b
  rw [eigen_iff, eigen_iff]
  refine ⟨⟨by simp [zeroState], by simp [zeroState, midLevel], by simp [zeroState]⟩,
    ?_, by simp [mixedState], ?_⟩
  · simp only [mixedState, lowerLevel, Matrix.cons_val]
    push_cast
    ring
  · simp only [mixedState, lowerLevel, Matrix.cons_val]
    push_cast
    linear_combination hr

/-- For D > |E| and b > 0, two of the three levels coincide exactly at
b = sqrt(D² - E²). -/
theorem levels_coincide_iff {D E b : ℝ} (hE : |E| < D) (hb : 0 < b) :
    (midLevel D = lowerLevel D E b ∨ midLevel D = upperLevel D E b ∨
      lowerLevel D E b = upperLevel D E b) ↔ b = √(D ^ 2 - E ^ 2) := by
  have hD : 0 < D := (abs_nonneg E).trans_lt hE
  have hED : E ^ 2 < D ^ 2 := sq_lt_sq.2 (by rwa [abs_of_pos hD])
  have hr : 0 < rad E b := Real.sqrt_pos.2 (by positivity)
  have hs := rad_sq E b
  simp only [midLevel, lowerLevel, upperLevel]
  constructor
  · rintro (h | h | h)
    · have h' : rad E b = D := by linarith
      rw [h'] at hs
      rw [show D ^ 2 - E ^ 2 = b ^ 2 by linarith, Real.sqrt_sq hb.le]
    · linarith
    · linarith
  · intro h
    have hb2 : b ^ 2 = D ^ 2 - E ^ 2 := by
      rw [h, Real.sq_sqrt (by linarith)]
    have h' : rad E b = D := (sq_eq_sq₀ hr.le hD.le).1 (by linarith)
    left
    linarith

/-- The ground states are the nonzero eigenvectors whose energy is the smaller of -2D/3
and D/3 - sqrt(E² + b²). -/
theorem isGroundState_iff (D E b : ℝ) (v : Fin 3 → ℂ) : IsGroundState D E b v ↔
    v ≠ 0 ∧ hamiltonian D E b *ᵥ v =
      ((min (midLevel D) (lowerLevel D E b) : ℝ) : ℂ) • v := by
  have key : ∀ μ : ℝ, (∃ w ≠ 0, hamiltonian D E b *ᵥ w = (μ : ℂ) • w) →
      min (midLevel D) (lowerLevel D E b) ≤ μ := by
    intro μ h
    have hr : 0 ≤ rad E b := Real.sqrt_nonneg _
    rcases (eigenvalue_iff D E b μ).1 h with h | h | h
    · rw [Complex.ofReal_inj.1 h]
      exact min_le_left _ _
    · rw [Complex.ofReal_inj.1 h]
      exact min_le_right _ _
    · rw [Complex.ofReal_inj.1 h]
      refine (min_le_right _ _).trans ?_
      simp only [lowerLevel, upperLevel]
      linarith
  constructor
  · rintro ⟨hv, ε, he, hmin⟩
    have h1 := hmin _ ((eigenvalue_iff D E b _).2 (Or.inl rfl))
    have h2 := hmin _ ((eigenvalue_iff D E b _).2 (Or.inr (Or.inl rfl)))
    rw [← le_antisymm (le_min h1 h2) (key ε ⟨v, hv, he⟩)]
    exact ⟨hv, he⟩
  · rintro ⟨hv, he⟩
    exact ⟨hv, _, he, key⟩

/-- For D > |E| and b ≥ 0, the ground states are the nonzero multiples of the m = 0 state
when b < sqrt(D² - E²), and of the mixed m = ±1 state when b > sqrt(D² - E²). -/
theorem ground_state_changes_character {D E b : ℝ} (hE : |E| < D) (hb : 0 ≤ b)
    (v : Fin 3 → ℂ) :
    (b < √(D ^ 2 - E ^ 2) →
      (IsGroundState D E b v ↔ ∃ c : ℂ, c ≠ 0 ∧ v = c • zeroState)) ∧
    (√(D ^ 2 - E ^ 2) < b →
      (IsGroundState D E b v ↔ ∃ c : ℂ, c ≠ 0 ∧ v = c • mixedState E b)) := by
  have hD : 0 < D := (abs_nonneg E).trans_lt hE
  constructor
  · intro h
    have hlt := (Real.lt_sqrt hb).1 h
    have hr : rad E b < D := by
      rw [rad, Real.sqrt_lt' hD]
      linarith
    have hle : midLevel D ≤ lowerLevel D E b := by
      simp only [midLevel, lowerLevel]
      linarith
    rw [isGroundState_iff, min_eq_left hle]
    constructor
    · rintro ⟨hv, he⟩
      obtain ⟨h0, -, h2⟩ := (eigen_iff D E b v _).1 he
      simp only [midLevel] at h0 h2
      push_cast at h0 h2
      -- the m = ±1 block is nonsingular at the energy -2D/3
      have hne : (D : ℂ) ^ 2 - (b : ℂ) ^ 2 - (E : ℂ) ^ 2 ≠ 0 := by
        have : D ^ 2 - b ^ 2 - E ^ 2 ≠ 0 := by linarith
        exact_mod_cast this
      have hv0 : v 0 = 0 := (mul_eq_zero.1 (by
        linear_combination ((D : ℂ) - b) * h0 - E * h2 :
          ((D : ℂ) ^ 2 - (b : ℂ) ^ 2 - (E : ℂ) ^ 2) * v 0 = 0)).resolve_left hne
      have hv2 : v 2 = 0 := (mul_eq_zero.1 (by
        linear_combination ((D : ℂ) + b) * h2 - E * h0 :
          ((D : ℂ) ^ 2 - (b : ℂ) ^ 2 - (E : ℂ) ^ 2) * v 2 = 0)).resolve_left hne
      refine ⟨v 1, fun h1 => hv ?_, ?_⟩
      · ext i
        fin_cases i
        exacts [hv0, h1, hv2]
      · ext i
        fin_cases i <;> simp [zeroState, hv0, hv2]
    · rintro ⟨c, hc, rfl⟩
      refine ⟨fun h => ?_, ?_⟩
      · have h1 : c * 1 = 0 := congrFun h 1
        exact hc (by simpa using h1)
      · rw [Matrix.mulVec_smul, (eigenstates D E b).1, smul_comm]
  · intro h
    have hb0 : 0 < b := (Real.sqrt_nonneg _).trans_lt h
    have hlt := (Real.sqrt_lt' hb0).1 h
    have hr : D < rad E b := by
      rw [rad, Real.lt_sqrt hD.le]
      linarith
    have hle : lowerLevel D E b ≤ midLevel D := by
      simp only [midLevel, lowerLevel]
      linarith
    have hs : (rad E b : ℂ) + b ≠ 0 := by
      have : rad E b + b ≠ 0 := by linarith
      exact_mod_cast this
    rw [isGroundState_iff, min_eq_right hle]
    constructor
    · rintro ⟨hv, he⟩
      obtain ⟨h0, h1, -⟩ := (eigen_iff D E b v _).1 he
      simp only [lowerLevel] at h0 h1
      push_cast at h0 h1
      have hne : (rad E b : ℂ) - D ≠ 0 := by
        have : rad E b - D ≠ 0 := by linarith
        exact_mod_cast this
      -- the m = 0 amplitude vanishes, and the other two are proportional
      have hv1 : v 1 = 0 := (mul_eq_zero.1 (by
        linear_combination h1 : ((rad E b : ℂ) - D) * v 1 = 0)).resolve_left hne
      obtain ⟨c, hc⟩ : ∃ c : ℂ, c * ((rad E b : ℂ) + b) = v 2 :=
        ⟨_, div_mul_cancel₀ _ hs⟩
      have hv0 : v 0 = c * -(E : ℂ) := mul_left_cancel₀ hs (by
        linear_combination h0 + E * hc)
      have hvc : v = c • mixedState E b := by
        ext i
        fin_cases i
        · exact hv0
        · simp [mixedState, hv1]
        · exact hc.symm
      refine ⟨c, fun h => hv ?_, hvc⟩
      rw [hvc, h, zero_smul]
    · rintro ⟨c, hc, rfl⟩
      refine ⟨fun h => ?_, ?_⟩
      · have h2 : c * ((rad E b : ℂ) + b) = 0 := congrFun h 2
        exact mul_ne_zero hc hs h2
      · rw [Matrix.mulVec_smul, (eigenstates D E b).2, smul_comm]

/-- For D > |E| and b ≥ 0, a ground state has vanishing expectation value of Sz when
b < sqrt(D² - E²), and the value -b / sqrt(E² + b²) when b > sqrt(D² - E²). -/
theorem ground_state_magnetization {D E b : ℝ} (hE : |E| < D) (hb : 0 ≤ b)
    {v : Fin 3 → ℂ} (hv : IsGroundState D E b v) :
    (b < √(D ^ 2 - E ^ 2) → star v ⬝ᵥ (Sz *ᵥ v) = 0) ∧
    (√(D ^ 2 - E ^ 2) < b →
      star v ⬝ᵥ (Sz *ᵥ v) = -((b : ℂ) / (rad E b : ℂ)) * (star v ⬝ᵥ v)) := by
  constructor
  · intro h
    obtain ⟨c, -, rfl⟩ := ((ground_state_changes_character hE hb v).1 h).1 hv
    simp [zeroState, Sz, Matrix.mulVec, dotProduct, Fin.sum_univ_three]
  · intro h
    obtain ⟨c, -, rfl⟩ := ((ground_state_changes_character hE hb v).2 h).1 hv
    have hb0 : 0 < b := (Real.sqrt_nonneg _).trans_lt h
    have hr : (rad E b : ℂ) ^ 2 = (E : ℂ) ^ 2 + (b : ℂ) ^ 2 := by
      exact_mod_cast rad_sq E b
    have hr0 : (rad E b : ℂ) ≠ 0 := by
      have : rad E b ≠ 0 := (Real.sqrt_pos.2 (by positivity)).ne'
      exact_mod_cast this
    have hq : (b : ℂ) / (rad E b : ℂ) * (rad E b : ℂ) = b := div_mul_cancel₀ _ hr0
    generalize (b : ℂ) / (rad E b : ℂ) = q at hq ⊢
    have hS : ∀ w : Fin 3 → ℂ, star w ⬝ᵥ (Sz *ᵥ w) =
        starRingEnd ℂ (w 0) * w 0 - starRingEnd ℂ (w 2) * w 2 := by
      intro w
      simp [Sz, Matrix.mulVec, dotProduct, Fin.sum_univ_three]
      ring
    have hN : ∀ w : Fin 3 → ℂ, star w ⬝ᵥ w = starRingEnd ℂ (w 0) * w 0 +
        starRingEnd ℂ (w 1) * w 1 + starRingEnd ℂ (w 2) * w 2 := by
      intro w
      simp [dotProduct, Fin.sum_univ_three]
    rw [hS, hN]
    simp only [mixedState, Pi.smul_apply, smul_eq_mul, Matrix.cons_val, map_mul, map_neg,
      map_add, map_zero, Complex.conj_ofReal]
    linear_combination 2 * (starRingEnd ℂ c * c) * ((rad E b : ℂ) + b) * hq -
      (starRingEnd ℂ c * c) * (1 + q) * hr

end

end TripletLevelCrossing
```

```lean
#print axioms TripletLevelCrossing.levels_coincide_iff
-- 'TripletLevelCrossing.levels_coincide_iff' depends on axioms: [propext, Classical.choice, Quot.sound]
#print axioms TripletLevelCrossing.ground_state_changes_character
-- 'TripletLevelCrossing.ground_state_changes_character' depends on axioms: [propext, Classical.choice, Quot.sound]
#print axioms TripletLevelCrossing.ground_state_magnetization
-- 'TripletLevelCrossing.ground_state_magnetization' depends on axioms: [propext, Classical.choice, Quot.sound]
```

### From the matrix to the moment in Lean

`hamiltonian_eq` multiplies out the spin matrices, and `eigen_iff` splits the eigenvalue equation into its three rows. In `eigenvalue_iff`, `Matrix.exists_mulVec_eq_zero_iff` turns the existence of an eigenvector into a vanishing determinant, which is then factorised using $r^2=E^2+b^2$ (`rad_sq`). `eigenstates` checks the two candidate vectors row by row.

`levels_coincide_iff` treats the three possible coincidences in turn. `isGroundState_iff` replaces the minimum over all eigenvalues by the smaller of $-2D/3$ and $D/3-r$.

`ground_state_changes_character` first compares $r$ with $D$. Below the crossing, its `linear_combination` steps eliminate one outer amplitude at a time, leaving $D^2-b^2-E^2$ times the other. Above it, the proof picks $c$ with $c(r+b)=v_2$ and reads $v_0=-cE$ from the top row. `ground_state_magnetization` inserts these vectors; its final `linear_combination` is the simplification to $-b/r$, with the denominator cleared.
